# The Slater determinant of the lowest harmonic-trap orbitals in one dimension vanishes exactly at coincidences

Orbital $j$ is taken to be any monic real polynomial $p_j$ of degree $j$ times the Gaussian $e^{-x^2/2}$, rather than a particular Hermite function. The $N$ particles are spin-polarised fermions on a line, labelled $0,\dots,N-1$, and a configuration is the list $x=(x_0,\dots,x_{N-1})$ of their positions. Units are $\hbar=m=\omega=1$. The wavefunction is left unnormalised:

$$D(x)=\det\big[p_j(x_i)\,e^{-x_i^2/2}\big]_{i,j=0}^{N-1}.$$

The consecutive degrees $0,\dots,N-1$ stand for filling the lowest $N$ levels without a gap. If two particles filled the oscillator levels $0$ and $2$ instead, the polynomial part would be $x_1^2-x_0^2$, which has an extra node at $x_1=-x_0$. Being monic only fixes a scale.

## From determinant to pair product

The claim is

$$D(x)=\prod_{i<j}(x_j-x_i)\;e^{-\sum_i x_i^2/2}.$$

Every entry of row $i$ contains $e^{-x_i^2/2}$, so these factors come out of the determinant and multiply to the Gaussian above. Write $p_j(x)=\sum_{k\le j}A_{kj}x^k$ with $A_{jj}=1$. The remaining matrix is $VA$, where $V_{ik}=x_i^k$ and $A$ is upper triangular with unit diagonal. Hence $\det(VA)=\det V$.

The Vandermonde determinant $\det V$ vanishes whenever $x_i=x_j$, so as a polynomial it is divisible by every $x_j-x_i$ and thus by their product. Both have total degree $N(N-1)/2$, and both contain $x_1x_2^2\cdots x_{N-1}^{N-1}$ with coefficient $1$, so they are equal. For $N\le 1$ the product is empty and equals $1$.

## Nodes, signs and sectors

The exponential is positive, so $D(x)=0$ exactly when some $x_i=x_j$ with $i<j$.

Let $S(x)=\prod_{i<j}\operatorname{sign}(x_j-x_i)$, with $\operatorname{sign}(0)=0$. Since $\operatorname{sign}(r)\,r=|r|$, pairing each sign with its own factor gives

$$S(x)D(x)=\prod_{i<j}|x_j-x_i|\;e^{-\sum_i x_i^2/2}=|D(x)|.$$

For a permutation $\sigma$, let $(x\circ\sigma)_i=x_{\sigma(i)}$. This permutes the rows, so $D(x\circ\sigma)=\operatorname{sgn}(\sigma)D(x)$, and $|D|$ is symmetric.

Call the set where $x_{\sigma(0)}<\dots<x_{\sigma(N-1)}$ the sector of $\sigma$. There every factor of $D(x\circ\sigma)$ is positive, so $\operatorname{sgn}(\sigma)D(x)>0$. A sector is open, because it is defined by finitely many strict inequalities between coordinates. It is also convex: if two configurations satisfy these inequalities, so does any weighted average, because at least one weight is positive. Distinct positions can be sorted in exactly one way, so a configuration off the nodes lies in exactly one sector.

The nodal pockets are the connected components of the set where $D\ne0$. The sectors are open, connected and disjoint and together fill this set, so they are the nodal pockets, and permutations carry them into one another. For a fixed-node calculation on this non-interacting, one-dimensional model, the pockets are therefore known exactly. The Lean development proves convexity and the unique sector; openness and this last step are argued here by hand.

## The oscillator polynomials

Let $h_0=1$ and $h_{n+1}=xh_n-\tfrac12h_n'$. If $h_n$ is monic of degree $n$, then $xh_n$ is monic of degree $n+1$ and the derivative term has lower degree, so $h_{n+1}$ is monic of degree $n+1$.

Next, $h_{n+1}'=(n+1)h_n$. This holds for $n=0$, and if it holds for $n$, then

$$h_{n+2}'=h_{n+1}+xh_{n+1}'-\tfrac12h_{n+1}''=h_{n+1}+(n+1)\big(xh_n-\tfrac12h_n'\big)=(n+2)h_{n+1}.$$

Differentiating the recurrence itself gives $(n+1)h_n=h_n+xh_n'-\tfrac12h_n''$, which is Hermite's equation $h_n''-2xh_n'+2nh_n=0$. Substituting $\varphi=h_ne^{-x^2/2}$ then yields $-\tfrac12\varphi''+\tfrac12x^2\varphi=(n+\tfrac12)\varphi$; this last substitution is made here by hand, and the Lean development stops at Hermite's equation.

## Three particles in numbers

Take $h_0=1$, $h_1=x$, $h_2=x^2-\tfrac12$ and $x=(1,0,2)$. The polynomial determinant is

$$\det\begin{pmatrix}1&1&\tfrac12\\1&0&-\tfrac12\\1&2&\tfrac72\end{pmatrix}=1-4+1=-2,$$

and the pair product is $(0-1)(2-1)(2-0)=-2$. So $D=-2e^{-5/2}\approx-0.164$, while $S=-1$ and $SD\approx0.164$. Sorting exchanges particles $0$ and $1$, an odd permutation, as the sign requires.

The normalised wavefunction is $D$ times $(N!)^{-1/2}\prod_{j<N}\big(2^j/(\sqrt\pi\,j!)\big)^{1/2}$. Here that factor is about $0.346$, giving $-0.0568$.

## Evaluating the wavefunction in a Monte Carlo code

For general orbitals, $\log|D|$ and the sign of $D$ can be computed from scratch by an LU factorisation, at a cost of order $N^3$. For these orbitals, $\log|D|=\sum_{i<j}\log|x_j-x_i|-\tfrac12\sum_ix_i^2$ costs order $N^2$, and the drift component is $\partial_i\log|D|=\sum_{j\ne i}(x_i-x_j)^{-1}-x_i$. A finite step that reorders the particles by an even permutation leaves the sign of $D$ unchanged, so a sign test alone misses that crossing; comparing the sorted order detects it.

## The objects in Lean

```lean
import Mathlib

open Polynomial

namespace TrappedFermionNodes

noncomputable section
```

An orbital is a polynomial evaluated at a point, times the Gaussian.

```lean
/-- The orbital `p(x) exp(-x²/2)`: a polynomial times the Gaussian of the harmonic trap. -/
def orbital (p : ℝ[X]) (x : ℝ) : ℝ := p.eval x * Real.exp (-x ^ 2 / 2)
```

A configuration is a function `Fin N → ℝ`. In the matrix, rows are particles and columns are orbitals, as above.

```lean
/-- The Slater determinant of the orbitals built from `p 0, ..., p (N-1)`, at particle
positions `x`. -/
def slater {N : ℕ} (p : Fin N → ℝ[X]) (x : Fin N → ℝ) : ℝ :=
  (Matrix.of fun i j => orbital (p j) (x i)).det
```

The function $S$ is a double product in which `Finset.Ioi i` is the set of indices $j>i$.

```lean
/-- The product over pairs `i < j` of the sign of `x j - x i`. -/
def orderSign {N : ℕ} (x : Fin N → ℝ) : ℝ :=
  ∏ i, ∏ j ∈ Finset.Ioi i, Real.sign (x j - x i)
```

The polynomials $h_n$ are defined by their recurrence.

```lean
/-- The monic oscillator polynomials, generated by `h (n+1) = x h n - (h n)' / 2`. -/
def oscPoly : ℕ → ℝ[X]
  | 0 => 1
  | n + 1 => X * oscPoly n - C (1 / 2) * derivative (oscPoly n)
```

## The product formula and the nodes

The hypotheses `hd` and `hm` say that `p j` has degree $j$ and is monic. The step `h` takes the Gaussians out of the rows. A Mathlib lemma then replaces the polynomial determinant by the Vandermonde determinant, which is the $VA$ argument, and `Matrix.det_vandermonde` evaluates it.

```lean
/-- The Slater determinant is the product of all pair separations `x j - x i`, `i < j`,
times a Gaussian. -/
theorem slater_eq {N : ℕ} (p : Fin N → ℝ[X]) (hd : ∀ j, (p j).natDegree = j)
    (hm : ∀ j, (p j).Monic) (x : Fin N → ℝ) :
    slater p x = (∏ i, ∏ j ∈ Finset.Ioi i, (x j - x i)) *
      Real.exp (-(∑ i, x i ^ 2) / 2) := by
  -- each row carries a common Gaussian factor
  have h : slater p x = (∏ i, Real.exp (-x i ^ 2 / 2)) *
      (Matrix.of fun i j => (p j).eval (x i)).det := by
    rw [← Matrix.det_mul_column]
    unfold slater
    congr 1
    ext i j
    simp only [Matrix.of_apply, orbital]
    exact mul_comm _ _
  have e : ∑ i, -x i ^ 2 / 2 = -(∑ i, x i ^ 2) / 2 := by
    rw [← Finset.sum_div, Finset.sum_neg_distrib]
  -- what remains is a Vandermonde determinant
  rw [h, ← Matrix.det_eval_matrixOfPolynomials_eq_det_vandermonde x p hd hm,
    Matrix.det_vandermonde, ← Real.exp_sum, e]
  exact mul_comm _ _
```

The statement about the nodes also assumes `hd` and `hm`. In its proof the exponential is discarded as nonzero, and a finite product vanishes exactly when one of its factors does.

```lean
/-- The Slater determinant vanishes exactly when two particles coincide. -/
theorem slater_eq_zero_iff {N : ℕ} (p : Fin N → ℝ[X]) (hd : ∀ j, (p j).natDegree = j)
    (hm : ∀ j, (p j).Monic) (x : Fin N → ℝ) :
    slater p x = 0 ↔ ∃ i j, i < j ∧ x i = x j := by
  rw [slater_eq p hd hm x, mul_eq_zero, or_iff_left (Real.exp_ne_zero _)]
  simp only [Finset.prod_eq_zero_iff, Finset.mem_univ, true_and, Finset.mem_Ioi, sub_eq_zero]
  constructor
  · rintro ⟨i, j, h, e⟩
    exact ⟨i, j, h, e.symm⟩
  · rintro ⟨i, j, h, e⟩
    exact ⟨i, j, h, e.symm⟩
```

## Exchange symmetry and the Girardeau map

Antisymmetry is a property of determinants, so the next theorem needs neither `hd` nor `hm`.

```lean
/-- Permuting the particles multiplies the Slater determinant by the sign of the
permutation. -/
theorem slater_perm {N : ℕ} (p : Fin N → ℝ[X]) (x : Fin N → ℝ) (σ : Equiv.Perm (Fin N)) :
    slater p (x ∘ σ) = ((Equiv.Perm.sign σ : ℤ) : ℝ) * slater p x :=
  Matrix.det_permute σ (Matrix.of fun i j => orbital (p j) (x i))
```

Girardeau's mapping relates energy eigenstates of point-like impenetrable bosons on a line, with no other interaction, to those of non-interacting, spin-polarised fermions in the same external potential. The theorem below contains no Hamiltonian: it gives the pointwise algebra of the map for these orbitals. Its three parts are the identity $SD=|D|$, the explicit pair-product (Jastrow) form of $|D|$, and permutation symmetry. In the proof, `hs` is $\operatorname{sign}(r)\,r=|r|$ and `key` applies it to every pair. Symmetry follows from `slater_perm`, because the sign of a permutation is $\pm1$.

```lean
/-- For monic `p j` of degree `j`, the ordering sign turns the Slater determinant into its absolute
value, a product of pair distances times a Gaussian, and the resulting function is unchanged by
every permutation of the particles. -/
theorem girardeau_map {N : ℕ} (p : Fin N → ℝ[X]) (hd : ∀ j, (p j).natDegree = j)
    (hm : ∀ j, (p j).Monic) (x : Fin N → ℝ) :
    orderSign x * slater p x = |slater p x| ∧
    |slater p x| = (∏ i, ∏ j ∈ Finset.Ioi i, |x j - x i|) *
      Real.exp (-(∑ i, x i ^ 2) / 2) ∧
    ∀ σ : Equiv.Perm (Fin N),
      orderSign (x ∘ σ) * slater p (x ∘ σ) = orderSign x * slater p x := by
  have hs : ∀ r : ℝ, Real.sign r * r = |r| := by
    intro r
    rcases lt_trichotomy r 0 with h | h | h
    · rw [Real.sign_of_neg h, abs_of_neg h]; ring
    · simp [h]
    · rw [Real.sign_of_pos h, abs_of_pos h]; ring
  -- every pair sign is absorbed by its own pair separation
  have key : ∀ y : Fin N → ℝ, orderSign y * slater p y = |slater p y| := by
    intro y
    simp only [orderSign, slater_eq p hd hm y, abs_mul, Finset.abs_prod, Real.abs_exp,
      ← mul_assoc, ← Finset.prod_mul_distrib, hs]
  refine ⟨key x, ?_, fun σ => ?_⟩
  · simp only [slater_eq p hd hm x, abs_mul, Finset.abs_prod, Real.abs_exp]
  · rw [key, key, slater_perm, abs_mul]
    rcases Int.units_eq_one_or (Equiv.Perm.sign σ) with h | h <;> simp [h]
```

## Sectors as nodal pockets

The two theorems about the determinant in this section again assume `hd` and `hm`: `p j` is monic of degree $j$. `StrictMono (x ∘ σ)` says that $\sigma$ lists the particles from left to right. The proof moves the sign of $\sigma$ into the determinant and multiplies positive factors.

```lean
/-- Where the permutation `σ` lists the particles from left to right, the Slater determinant
is nonzero and has the sign of `σ`. -/
theorem sector_sign {N : ℕ} (p : Fin N → ℝ[X]) (hd : ∀ j, (p j).natDegree = j)
    (hm : ∀ j, (p j).Monic) (x : Fin N → ℝ) (σ : Equiv.Perm (Fin N))
    (hx : StrictMono (x ∘ σ)) :
    0 < ((Equiv.Perm.sign σ : ℤ) : ℝ) * slater p x := by
  rw [← slater_perm, slater_eq p hd hm]
  exact mul_pos (Finset.prod_pos fun i _ => Finset.prod_pos fun j hj =>
    sub_pos.2 (hx (Finset.mem_Ioi.1 hj))) (Real.exp_pos _)
```

Convexity is proved by comparing two coordinates at a time. The case split is on whether the first weight `a` is zero; if it is, the other weight is $1$.

```lean
/-- The configurations with a given left-to-right order of the particles form a convex set. -/
theorem sector_convex {N : ℕ} (σ : Equiv.Perm (Fin N)) :
    Convex ℝ {x : Fin N → ℝ | StrictMono (x ∘ σ)} := by
  intro x hx y hy a b ha hb hab i j hij
  have h1 : x (σ i) < x (σ j) := hx hij
  have h2 : y (σ i) < y (σ j) := hy hij
  change a * x (σ i) + b * y (σ i) < a * x (σ j) + b * y (σ j)
  rcases ha.eq_or_lt with h | h
  · have hb1 : b = 1 := by linarith
    rw [← h, hb1]
    linarith
  · have h3 := mul_lt_mul_of_pos_left h1 h
    have h4 := mul_le_mul_of_nonneg_left h2.le hb
    linarith
```

In the forward direction of the next theorem, a nonzero determinant makes the positions distinct, and `Tuple.sort` supplies the ordering permutation. Any other increasing arrangement gives the same sorted list, and distinctness then forces the same permutation. The converse uses `sector_sign`.

```lean
/-- A configuration lies off the nodes of the Slater determinant exactly when one and only one
permutation lists its particles in strictly increasing order. -/
theorem off_node_iff_unique_sector {N : ℕ} (p : Fin N → ℝ[X])
    (hd : ∀ j, (p j).natDegree = j) (hm : ∀ j, (p j).Monic) (x : Fin N → ℝ) :
    slater p x ≠ 0 ↔ ∃! σ : Equiv.Perm (Fin N), StrictMono (x ∘ σ) := by
  constructor
  · intro h
    have inj : Function.Injective x := by
      intro i j e
      by_contra hne
      rcases lt_or_gt_of_ne hne with hij | hij
      · exact h ((slater_eq_zero_iff p hd hm x).2 ⟨i, j, hij, e⟩)
      · exact h ((slater_eq_zero_iff p hd hm x).2 ⟨j, i, hij, e.symm⟩)
    -- sorting the positions gives the sector
    have hsort : StrictMono (x ∘ Tuple.sort x) :=
      (Tuple.monotone_sort x).strictMono_of_injective (inj.comp (Tuple.sort x).injective)
    refine ⟨Tuple.sort x, hsort, fun τ hτ => ?_⟩
    have e := Tuple.unique_monotone (StrictMono.monotone hτ) hsort.monotone
    exact Equiv.ext fun i => inj (congrFun e i)
  · rintro ⟨σ, hσ, _⟩ h0
    have h := sector_sign p hd hm x σ hσ
    rw [h0, mul_zero] at h
    exact lt_irrefl _ h
```

## The trap orbitals satisfy the hypotheses

The induction compares degrees: subtracting a polynomial of lower degree changes neither the leading term nor the degree. With `p j` set to `oscPoly j`, the results above therefore apply to the harmonic-trap orbitals for every $N$.

```lean
/-- The oscillator polynomial `oscPoly n` is monic of degree `n`. -/
theorem oscPoly_witness (n : ℕ) : (oscPoly n).Monic ∧ (oscPoly n).natDegree = n := by
  induction n with
  | zero => simp [oscPoly]
  | succ n ih =>
    obtain ⟨hm, hd⟩ := ih
    have h1 : (X * oscPoly n).natDegree = n + 1 := by
      rw [monic_X.natDegree_mul hm, natDegree_X, hd, add_comm]
    have h2 : (C (1 / 2 : ℝ) * derivative (oscPoly n)).natDegree < (X * oscPoly n).natDegree := by
      have a := natDegree_C_mul_le (1 / 2 : ℝ) (derivative (oscPoly n))
      have b := natDegree_derivative_le (oscPoly n)
      omega
    exact ⟨(monic_X.mul hm).sub_of_left (degree_lt_degree h2),
      (natDegree_sub_eq_left_of_natDegree_lt h2).trans h1⟩
```

The derivative rule follows the induction by hand, with `linear_combination` doing the final collection of terms.

```lean
/-- Differentiation lowers the oscillator polynomials: `(h (n+1))' = (n+1) h n`. -/
theorem oscPoly_derivative (n : ℕ) :
    derivative (oscPoly (n + 1)) = C ((n : ℝ) + 1) * oscPoly n := by
  induction n with
  | zero => simp [oscPoly]
  | succ n ih =>
    have h1 : oscPoly (n + 1) = X * oscPoly n - C (1 / 2) * derivative (oscPoly n) := rfl
    have h2 : oscPoly (n + 1 + 1) =
        X * oscPoly (n + 1) - C (1 / 2) * derivative (oscPoly (n + 1)) := rfl
    have hc : C (((n + 1 : ℕ) : ℝ) + 1) = C ((n : ℝ) + 1) + 1 := by
      rw [Nat.cast_add, Nat.cast_one, C_add, C_1]
    rw [h2, derivative_sub, derivative_mul, derivative_X, derivative_C_mul, ih,
      derivative_C_mul, hc]
    linear_combination (-(C ((n : ℝ) + 1))) * h1
```

Hermite's equation comes from inserting the recurrence into that rule. It is stated as an identity between polynomials, so it holds at every $x$.

```lean
/-- The oscillator polynomials solve Hermite's equation `h'' - 2 x h' + 2 n h = 0`. -/
theorem oscPoly_hermite_equation (n : ℕ) :
    derivative (derivative (oscPoly n)) - 2 * X * derivative (oscPoly n)
      + 2 * C (n : ℝ) * oscPoly n = 0 := by
  have h := oscPoly_derivative n
  have h1 : oscPoly (n + 1) = X * oscPoly n - C (1 / 2) * derivative (oscPoly n) := rfl
  rw [h1, derivative_sub, derivative_mul, derivative_X, derivative_C_mul, C_add, C_1] at h
  have hh : C (1 / 2 : ℝ) * 2 = 1 := by
    rw [← map_ofNat (C : ℝ →+* ℝ[X]) 2, ← C_mul]
    norm_num
  linear_combination (-2) * h - derivative (derivative (oscPoly n)) * hh

end

end TrappedFermionNodes
```

```lean
#print axioms TrappedFermionNodes.slater_eq_zero_iff
#print axioms TrappedFermionNodes.sector_convex
#print axioms TrappedFermionNodes.off_node_iff_unique_sector
#print axioms TrappedFermionNodes.oscPoly_hermite_equation
```

```
'TrappedFermionNodes.slater_eq_zero_iff' depends on axioms: [propext, Classical.choice, Quot.sound]
'TrappedFermionNodes.sector_convex' depends on axioms: [propext, Classical.choice, Quot.sound]
'TrappedFermionNodes.off_node_iff_unique_sector' depends on axioms: [propext, Classical.choice, Quot.sound]
'TrappedFermionNodes.oscPoly_hermite_equation' depends on axioms: [propext, Classical.choice, Quot.sound]
```
